# For the inverse-square chain, an Ewald sum without its reciprocal part falls short of \(\pi^2/6\) by an explicitly bounded amount

## How do I know when the reciprocal sum can be left out?

I want to leave out the reciprocal-space part of an Ewald sum and know beforehand how large an error that makes. My test case is an infinite chain of equal sites at unit spacing with a \(1/r^2\) pair interaction. The energy per site is \(\sum_{m\ge1}1/m^2=\pi^2/6\approx1.644934\), since the two sides of the chain cancel the factor \(1/2\) for double counting.

I screen each term with \(e^{-am^2}\), add the elementary terms \(\sqrt{\pi a}-a/2\), and skip the sum over nonzero wave vectors. At \(a=1\), four screened terms give 1.644926, which is excellent. At \(a=10\) the same recipe gives 0.605, which is useless. Is there a bound that tells me beforehand which case I am in, and does the error always have the same sign?

## The shortfall is positive and below \(2\sqrt{\pi a}\,q/(1-q)\)

The error always has the same sign, and an upper bound computed beforehand can certify that it is small, though not that it is large. Write \(q=e^{-\pi^2/a}\) and

\[
S(a)=\sum_{m\ge1}\frac{e^{-am^2}}{m^2},\qquad
R(a)=\frac{\pi^2}{6}-S(a)-\sqrt{\pi a}+\frac a2 .
\]

Then for every \(a>0\),

\[
0<R(a)<2\sqrt{\pi a}\,\frac{q}{1-q}.
\]

Your recipe therefore always gives too little. At \(a=1\) the bound is about \(1.8\times10^{-4}\), while the actual shortfall is about \(8\times10^{-6}\). At \(a=10\) the bound is about 6.7, too large to guarantee anything useful; the actual shortfall there is about 1.04.

The elementary terms come from the smooth part of the interaction, \((1-e^{-ar^2})/r^2\). Its zero-wave-vector term contributes \(\sqrt{\pi a}\). Its value at \(r=0\) is \(a\), and removing this self-term from the two-sided sum costs \(a/2\) after halving.

### Changing the splitting parameter leaves only reciprocal terms

Let \(G(c)=\sum_{m\ge1}e^{-cm^2}\) for \(c>0\). Since \(m^2\ge m\), a geometric series gives

\[
G(c)\le\sum_{m\ge1}e^{-cm}=\frac{e^{-c}}{1-e^{-c}} .
\]

A Gaussian sum over all integers is \(1+2G\), so Poisson summation reads, for \(t>0\),

\[
1+2G(t)=\sqrt{\frac{\pi}{t}}\left(1+2G(\pi^2/t)\right).
\]

Differentiating \(S\) term by term cancels the factor \(1/m^2\), so \(S'(t)=-G(t)\). This is allowed because, near \(t\), the differentiated terms are bounded by the convergent series with terms \(e^{-tm^2/2}\). With \(\frac{d}{dt}\sqrt{\pi t}=\frac12\sqrt{\pi/t}\),

\[
R'(t)=G(t)-\frac12\sqrt{\frac{\pi}{t}}+\frac12
=\sqrt{\frac{\pi}{t}}\,G(\pi^2/t)>0 ,
\]

where the second equality is half the Poisson identity.

The terms of \(S\) are at most \(1/m^2\) for \(a\ge0\), so \(S\), and with it \(R\), is continuous down to \(a=0\). There \(S(0)=\pi^2/6\) and \(R(0)=0\). A function that starts at zero and increases strictly is positive, which settles the sign.

For the upper bound, fix \(a\), set \(B=q/(1-q)\), and consider \(D(t)=2B\sqrt{\pi t}-R(t)\) on \([0,a]\). Its derivative is

\[
D'(t)=\sqrt{\frac{\pi}{t}}\left(B-G(\pi^2/t)\right).
\]

For \(0<t<a\) we have \(e^{-\pi^2/t}<q\). Because \(x/(1-x)\) increases on \([0,1)\), the geometric bound gives \(G(\pi^2/t)<B\). Hence \(D'>0\), and \(D(0)=0\) implies \(D(a)>0\), which is the upper bound.

### The inequality as a Lean theorem

The theorem `ewald_inverse_square` takes real numbers `a` and `q`, with `ha : 0 < a` and `hq` fixing \(q=e^{-\pi^2/a}\). Its conclusion is the pair of strict inequalities above, with \(R(a)\) written out.

The definitions `realSpaceSum`, `gaussianSum` and `ewaldRemainder` are \(S\), \(G\) and \(R\). Lean's index `n` starts at zero, so the site number is \(m=n+1\). Both sums run over one side of the chain only. Lengths are in units of the spacing, and `a` multiplies the squared distance; in the common convention with a Gaussian \(e^{-\alpha^2r^2}\), it is \(\alpha^2\).

The result bears on the choice of splitting parameter in simulations of periodic systems, for a one-dimensional chain of equal sites with a pure inverse-square interaction. That a physical chain obeys this law at all distances is an assumption the hypotheses say nothing about. Three-dimensional Coulomb sums, with their neutrality condition, are a different problem. The screened sum here is also infinite: stopping it after finitely many sites adds a further positive shortfall, which needs its own estimate.

The condition \(a>0\) can't be relaxed to \(a\ge0\): at \(a=0\) the shortfall is \(R(0)=0\), so the strict lower bound fails.

```lean
import Mathlib

open Real

namespace InverseSquareEwald

noncomputable section

/-- The Gaussian-screened inverse-square sum over the sites `1, 2, 3, ...` of a chain,
with splitting parameter `a`. -/
def realSpaceSum (a : ℝ) : ℝ :=
  ∑' n : ℕ, Real.exp (-a * ((n : ℝ) + 1) ^ 2) / ((n : ℝ) + 1) ^ 2

/-- The sum of the Gaussian `exp (-c n ^ 2)` over the sites `n = 1, 2, 3, ...`. -/
def gaussianSum (c : ℝ) : ℝ := ∑' n : ℕ, Real.exp (-c * ((n : ℝ) + 1) ^ 2)

/-- What is left of `π ^ 2 / 6` after subtracting the screened sum and the
elementary terms `√(π a) - a / 2`. -/
def ewaldRemainder (a : ℝ) : ℝ := π ^ 2 / 6 - realSpaceSum a - √(π * a) + a / 2

/-- The unscreened inverse-square sum over the sites `1, 2, 3, ...` is `π ^ 2 / 6`. -/
theorem hasSum_inverse_square :
    HasSum (fun n : ℕ => 1 / ((n : ℝ) + 1) ^ 2) (π ^ 2 / 6) := by
  have h := (hasSum_nat_add_iff' 1).mpr hasSum_zeta_two
  simpa using h

/-- For `c > 0` the one-sided Gaussian sum converges and is at most the geometric series
`exp (-c) / (1 - exp (-c))`. -/
theorem gaussianSum_bound {c : ℝ} (hc : 0 < c) :
    Summable (fun n : ℕ => Real.exp (-c * ((n : ℝ) + 1) ^ 2)) ∧
      gaussianSum c ≤ Real.exp (-c) / (1 - Real.exp (-c)) := by
  have hr : Real.exp (-c) < 1 := Real.exp_lt_one_iff.mpr (by linarith)
  have hg := (hasSum_geometric_of_lt_one (Real.exp_pos (-c)).le hr).mul_left (Real.exp (-c))
  -- the square of a site number is at least the site number
  have hle : ∀ n : ℕ, Real.exp (-c * ((n : ℝ) + 1) ^ 2) ≤
      Real.exp (-c) * Real.exp (-c) ^ n := by
    intro n
    rw [← Real.exp_nat_mul, ← Real.exp_add]
    apply Real.exp_le_exp.mpr
    have hn : (0 : ℝ) ≤ n := Nat.cast_nonneg n
    nlinarith [mul_nonneg hc.le (mul_nonneg hn (add_nonneg hn zero_le_one))]
  have hs := Summable.of_nonneg_of_le (fun n => (Real.exp_pos _).le) hle hg.summable
  have h := Summable.tsum_le_tsum hle hs hg.summable
  rw [hg.tsum_eq, ← div_eq_mul_inv] at h
  exact ⟨hs, h⟩

/-- The sum of a Gaussian over all integers is the central term plus twice the
one-sided sum, for `c > 0`. -/
theorem tsum_int_gaussian {c : ℝ} (hc : 0 < c) :
    ∑' n : ℤ, Real.exp (-c * (n : ℝ) ^ 2) = 1 + 2 * gaussianSum c := by
  have h : HasSum (fun n : ℕ => Real.exp (-c * ((n : ℝ) + 1) ^ 2)) (gaussianSum c) :=
    (gaussianSum_bound hc).1.hasSum
  have h0 : HasSum (fun n : ℕ => Real.exp (-c * (n : ℝ) ^ 2)) (gaussianSum c + 1) := by
    have h1 := (hasSum_nat_add_iff (f := fun n : ℕ => Real.exp (-c * (n : ℝ) ^ 2))
      (g := gaussianSum c) 1).mp (by simpa using h)
    simpa using h1
  have hz : HasSum (fun n : ℤ => Real.exp (-c * (n : ℝ) ^ 2))
      (gaussianSum c + 1 + gaussianSum c) := by
    apply HasSum.of_nat_of_neg_add_one
    · simpa using h0
    · convert h using 2 with n
      push_cast
      ring_nf
  rw [hz.tsum_eq]
  ring

/-- Poisson summation for `t > 0`: the Gaussian sums in real space and in reciprocal
space determine each other. -/
theorem gaussianSum_poisson {t : ℝ} (ht : 0 < t) :
    1 + 2 * gaussianSum t = √(π / t) * (1 + 2 * gaussianSum (π ^ 2 / t)) := by
  have hpi := Real.pi_pos
  have h := Real.tsum_exp_neg_mul_int_sq (a := t / π) (by positivity)
  have h1 : -π * (t / π) = -t := by field_simp
  have h2 : -π / (t / π) = -(π ^ 2 / t) := by field_simp
  rw [h1, h2, ← Real.sqrt_eq_rpow, one_div, ← Real.sqrt_inv, inv_div,
    tsum_int_gaussian ht, tsum_int_gaussian (by positivity)] at h
  exact h

lemma hasDerivAt_sqrt_pi_mul {t : ℝ} (ht : 0 < t) :
    HasDerivAt (fun x => √(π * x)) (√(π / t) / 2) t := by
  have hpi := Real.pi_pos
  have hp : 0 < π * t := by positivity
  have hm : √(π / t) * √(π * t) = π := by
    rw [← Real.sqrt_mul (by positivity), show π / t * (π * t) = π ^ 2 by field_simp,
      Real.sqrt_sq hpi.le]
  have hs : 0 < √(π * t) := Real.sqrt_pos.mpr hp
  refine (((hasDerivAt_id' t).const_mul π).sqrt hp.ne').congr_deriv ?_
  rw [div_eq_iff (by positivity)]
  linear_combination -hm

lemma screened_le {a : ℝ} (ha : 0 ≤ a) (n : ℕ) :
    Real.exp (-a * ((n : ℝ) + 1) ^ 2) / ((n : ℝ) + 1) ^ 2 ≤ 1 / ((n : ℝ) + 1) ^ 2 := by
  have h : Real.exp (-a * ((n : ℝ) + 1) ^ 2) ≤ 1 :=
    Real.exp_le_one_iff.mpr (by nlinarith [mul_nonneg ha (sq_nonneg ((n : ℝ) + 1))])
  exact div_le_div_of_nonneg_right h (by positivity)

lemma screened_summable {a : ℝ} (ha : 0 ≤ a) :
    Summable (fun n : ℕ => Real.exp (-a * ((n : ℝ) + 1) ^ 2) / ((n : ℝ) + 1) ^ 2) :=
  Summable.of_nonneg_of_le (fun n => by positivity) (screened_le ha)
    hasSum_inverse_square.summable

/-- For `t > 0` the remainder changes with the splitting parameter at a rate given by
a sum over nonzero reciprocal-lattice vectors alone. -/
theorem hasDerivAt_ewaldRemainder {t : ℝ} (ht : 0 < t) :
    HasDerivAt ewaldRemainder (√(π / t) * gaussianSum (π ^ 2 / t)) t := by
  have hmem : t ∈ Set.Ioi (t / 2) := by
    simp only [Set.mem_Ioi]
    linarith
  -- differentiate the screened sum term by term
  have h1 : HasDerivAt realSpaceSum
      (∑' n : ℕ, -Real.exp (-t * ((n : ℝ) + 1) ^ 2)) t := by
    refine hasDerivAt_tsum_of_isPreconnected
      (g := fun (n : ℕ) (x : ℝ) => Real.exp (-x * ((n : ℝ) + 1) ^ 2) / ((n : ℝ) + 1) ^ 2)
      (g' := fun (n : ℕ) (x : ℝ) => -Real.exp (-x * ((n : ℝ) + 1) ^ 2))
      (gaussianSum_bound (half_pos ht)).1 isOpen_Ioi isPreconnected_Ioi
      ?_ ?_ hmem (screened_summable ht.le) hmem
    · intro n y _
      have hn : ((n : ℝ) + 1) ^ 2 ≠ 0 := by positivity
      refine ((((hasDerivAt_id' y).fun_neg.mul_const (((n : ℝ) + 1) ^ 2)).exp).div_const
        (((n : ℝ) + 1) ^ 2)).congr_deriv ?_
      rw [div_eq_iff hn]
      ring
    · intro n y hy
      have hy' : t / 2 < y := hy
      rw [norm_neg, Real.norm_of_nonneg (Real.exp_pos _).le]
      apply Real.exp_le_exp.mpr
      nlinarith [mul_nonneg (sub_nonneg.mpr hy'.le) (sq_nonneg ((n : ℝ) + 1))]
  rw [tsum_neg] at h1
  change HasDerivAt realSpaceSum (-gaussianSum t) t at h1
  refine ((((hasDerivAt_const t (π ^ 2 / 6)).fun_sub h1).fun_sub
    (hasDerivAt_sqrt_pi_mul ht)).fun_add ((hasDerivAt_id' t).div_const 2)).congr_deriv ?_
  -- Poisson summation cancels the elementary terms
  linear_combination (1 / 2) * gaussianSum_poisson ht

lemma continuousOn_ewaldRemainder : ContinuousOn ewaldRemainder (Set.Ici 0) := by
  have h : ContinuousOn realSpaceSum (Set.Ici 0) := by
    refine continuousOn_tsum (fun n => Continuous.continuousOn (by fun_prop))
      hasSum_inverse_square.summable ?_
    intro n x hx
    rw [Real.norm_of_nonneg (by positivity)]
    exact screened_le hx n
  exact ((continuousOn_const.sub h).sub (Continuous.continuousOn (by fun_prop))).add
    (Continuous.continuousOn (by fun_prop))

lemma ewaldRemainder_zero : ewaldRemainder 0 = 0 := by
  have h : realSpaceSum 0 = π ^ 2 / 6 := by
    rw [← hasSum_inverse_square.tsum_eq]
    simp [realSpaceSum]
  simp [ewaldRemainder, h]

/-- The remainder grows strictly with the splitting parameter on `a ≥ 0`. -/
theorem ewaldRemainder_strictMonoOn : StrictMonoOn ewaldRemainder (Set.Ici 0) := by
  refine strictMonoOn_of_deriv_pos (convex_Ici 0) continuousOn_ewaldRemainder ?_
  intro t ht
  rw [interior_Ici] at ht
  have ht' : 0 < t := ht
  have hpi := Real.pi_pos
  rw [(hasDerivAt_ewaldRemainder ht').deriv]
  have hG : 0 < gaussianSum (π ^ 2 / t) :=
    (gaussianSum_bound (by positivity)).1.tsum_pos (fun n => (Real.exp_pos _).le) 0
      (Real.exp_pos _)
  exact mul_pos (Real.sqrt_pos.mpr (by positivity)) hG

/-- Ewald sum for the inverse-square chain: for `a > 0` and `q = exp (-π ^ 2 / a)`, the
screened sum plus `√(π a) - a / 2` falls short of `π ^ 2 / 6` by a positive amount
smaller than `2 √(π a) q / (1 - q)`. -/
theorem ewald_inverse_square {a q : ℝ} (ha : 0 < a) (hq : q = Real.exp (-(π ^ 2 / a))) :
    0 < π ^ 2 / 6 - realSpaceSum a - √(π * a) + a / 2 ∧
      π ^ 2 / 6 - realSpaceSum a - √(π * a) + a / 2 < 2 * √(π * a) * (q / (1 - q)) := by
  have hpi := Real.pi_pos
  change 0 < ewaldRemainder a ∧ ewaldRemainder a < _
  constructor
  · have h := ewaldRemainder_strictMonoOn Set.self_mem_Ici (Set.mem_Ici.mpr ha.le) ha
    rwa [ewaldRemainder_zero] at h
  · -- the gap between the bound and the remainder grows from zero on `[0, a]`
    have hmono : StrictMonoOn
        (fun x => 2 * (q / (1 - q)) * √(π * x) - ewaldRemainder x) (Set.Icc 0 a) := by
      refine strictMonoOn_of_deriv_pos (convex_Icc 0 a)
        ((Continuous.continuousOn (by fun_prop)).sub
          (continuousOn_ewaldRemainder.mono Set.Icc_subset_Ici_self)) ?_
      intro t ht
      rw [interior_Icc] at ht
      obtain ⟨ht0, hta⟩ := ht
      rw [(((hasDerivAt_sqrt_pi_mul ht0).const_mul (2 * (q / (1 - q)))).fun_sub
        (hasDerivAt_ewaldRemainder ht0)).deriv]
      have hc : 0 < π ^ 2 / t := by positivity
      have hca : 0 < π ^ 2 / a := by positivity
      have hq1 : q < 1 := by
        rw [hq]
        exact Real.exp_lt_one_iff.mpr (by linarith)
      have hp1 : Real.exp (-(π ^ 2 / t)) < 1 := Real.exp_lt_one_iff.mpr (by linarith)
      have hpq : Real.exp (-(π ^ 2 / t)) < q := by
        rw [hq]
        apply Real.exp_lt_exp.mpr
        exact neg_lt_neg (div_lt_div_of_pos_left (by positivity) ht0 hta)
      have hlt : Real.exp (-(π ^ 2 / t)) / (1 - Real.exp (-(π ^ 2 / t))) < q / (1 - q) := by
        rw [div_lt_div_iff₀ (by linarith) (by linarith)]
        nlinarith
      have hG := (gaussianSum_bound hc).2.trans_lt hlt
      have hs : 0 < √(π / t) := Real.sqrt_pos.mpr (by positivity)
      nlinarith [mul_pos hs (sub_pos.mpr hG)]
    have h := hmono (Set.left_mem_Icc.mpr ha.le) (Set.right_mem_Icc.mpr ha.le) ha
    simp only [mul_zero, Real.sqrt_zero, ewaldRemainder_zero, sub_zero] at h
    linarith

end

end InverseSquareEwald
```

```lean
#print axioms InverseSquareEwald.ewald_inverse_square
-- 'InverseSquareEwald.ewald_inverse_square' depends on axioms: [propext, Classical.choice, Quot.sound]
```

### From the lattice sums to the two inequalities

`hasSum_inverse_square` takes the value \(\pi^2/6\) from Mathlib and shifts the index to the sites of the chain. `gaussianSum_bound` proves both convergence and the geometric estimate, by comparing exponents term by term. `tsum_int_gaussian` splits the sum over all integers into the central term and two equal halves. `gaussianSum_poisson` then applies Mathlib's Poisson formula for Gaussians at \(t/\pi\), which turns its normalisation into the one used here.

`hasDerivAt_sqrt_pi_mul` differentiates the square root. `screened_le` and `screened_summable` compare the screened terms with \(1/m^2\). These facts meet in `hasDerivAt_ewaldRemainder`, whose last line, a `linear_combination` with coefficient \(1/2\), is the step where half the Poisson identity cancels the elementary terms.

`continuousOn_ewaldRemainder` and `ewaldRemainder_zero` supply the behaviour at the endpoint. `ewaldRemainder_strictMonoOn` combines the continuity with the positive derivative. In the final theorem, comparing \(R(a)\) with \(R(0)=0\) gives the lower bound. In the final theorem, `hmono` states that \(D\) increases strictly on \([0,a]\). Inside it, `hpq` is \(e^{-\pi^2/t}<q\), `hlt` carries this through \(x/(1-x)\), and `hG` is \(G(\pi^2/t)<B\). Evaluating `hmono` at the two endpoints gives the upper bound.

### Why the derivative is taken on \((t/2,\infty)\)

The exchange of derivative and infinite sum is done by `hasDerivAt_tsum_of_isPreconnected`. It asks for an open, preconnected set (here an open half-line), the derivative of each term on that set, and a summable sequence that bounds those derivatives throughout the set. It also needs one point of the set where the original series converges. It then returns the derivative of the sum at any point of the set.

The choice of set matters. On all of \((0,\infty)\) the derivative of the term for site \(m\) has size \(e^{-ym^2}\), where \(y\) is the varying splitting parameter. This comes arbitrarily close to 1 as \(y\to0\), so no summable bound exists. On `Set.Ioi (t / 2)` the size is below \(e^{-tm^2/2}\), and `gaussianSum_bound` at \(t/2\) shows that these bounds are summable. Since \(t\) lies in this half-line, it serves both as the point where the series is known to converge and as the point where the derivative is wanted.
